# Bond-change formula for the determinant of a tight-binding matrix

Take two sites $i$ and $j$ with the matrix $M=\begin{pmatrix}a&b\\c&d\end{pmatrix}$, and change the hopping entries $b$ and $c$ by $s$ and $t$:

$$ad-(b+s)(c+t)=\det M-sc-tb-st.$$

The linear coefficients $-c$ and $-b$ are the off-diagonal entries of the adjugate, $\operatorname{adj}(M)_{ji}$ and $\operatorname{adj}(M)_{ij}$. The coefficient of $-st$ is 1, the determinant of the empty matrix left when both sites are removed. The same pattern holds for any finite number of sites.

```lean
import Mathlib

open Matrix

namespace HueckelBondChange

variable {n m R : Type*} [Fintype n] [DecidableEq n] [Fintype m] [DecidableEq m] [CommRing R]
```

The types `n` and `m` are finite sets of site labels. The entries lie in a commutative ring `R`: real or complex numbers, or polynomials in the energy. No symmetry or invertibility is assumed.

```lean
/-- The change of a tight-binding matrix when the hopping from `j` to `i` changes by `s`
and the hopping from `i` to `j` changes by `t`. -/
def bond (i j : n) (s t : R) : Matrix n n R :=
  Matrix.single i j s + Matrix.single j i t
```

`Matrix.single i j s` has the entry $s$ at $(i,j)$ and zeros elsewhere, so `bond i j s t` is $sE_{ij}+tE_{ji}$. Over the complex numbers, $t=\bar s$ keeps a Hermitian matrix Hermitian, which covers hopping with a Peierls phase.

```lean
/-- The matrix of the molecule with sites `i` and `j` removed. -/
def deleteSites (M : Matrix n n R) (i j : n) :
    Matrix {k // k ≠ i ∧ k ≠ j} {k // k ≠ i ∧ k ≠ j} R :=
  M.submatrix Subtype.val Subtype.val
```

The type `{k // k ≠ i ∧ k ≠ j}` contains the remaining sites. Write $M'$ for this smaller matrix.

```lean
/-- Replacing rows `i` and `j` by their own unit vectors gives the determinant of the
molecule with both sites removed. -/
theorem det_pinned (M : Matrix n n R) {i j : n} (hij : i ≠ j) :
    ((M.updateRow i (Pi.single i 1)).updateRow j (Pi.single j 1)).det
      = (deleteSites M i j).det := by
  set N := (M.updateRow i (Pi.single i 1)).updateRow j (Pi.single j 1) with hN
  -- the rows of the two pinned sites vanish on all other sites
  have key := Matrix.twoBlockTriangular_det N (fun k => k ≠ i ∧ k ≠ j) (by
    intro a ha b hb
    have h : a = i ∨ a = j := by tauto
    rcases h with h | h
    · simp [hN, h, Matrix.updateRow_apply, hij, hb.1]
    · simp [hN, h, Matrix.updateRow_apply, hb.2])
  have h1 : Matrix.toSquareBlockProp N (fun k => k ≠ i ∧ k ≠ j) = deleteSites M i j := by
    ext a b
    simp [Matrix.toSquareBlockProp, deleteSites, hN, Matrix.updateRow_apply, a.2.1, a.2.2]
  have h2 : Matrix.toSquareBlockProp N (fun k => ¬(k ≠ i ∧ k ≠ j)) = 1 := by
    ext ⟨a, ha⟩ ⟨b, hb⟩
    have h : a = i ∨ a = j := by tauto
    rcases h with h | h
    · simp [Matrix.toSquareBlockProp, hN, h, Matrix.updateRow_apply, Pi.single_apply,
        Matrix.one_apply, hij, @eq_comm _ b]
    · simp [Matrix.toSquareBlockProp, hN, h, Matrix.updateRow_apply, Pi.single_apply,
        Matrix.one_apply, @eq_comm _ b]
  rw [key, h1, h2, Matrix.det_one, mul_one]
```

Let $D(u,v)$ be the determinant of $M$ with row $i$ replaced by $u$ and row $j$ by $v$, and let $e_k$ be the unit row vector at site $k$, in Lean `Pi.single k 1`. The theorem says $D(e_i,e_j)=\det M'$. With the other sites listed first, the matrix is

$$\begin{pmatrix}M'&*\\0&1\end{pmatrix},$$

whose determinant is $\det M'\cdot\det 1$. In the proof, `key` is this block factorisation, and `h1` and `h2` identify the two diagonal blocks.

```lean
/-- Replacing rows `i` and `j` by each other's unit vectors gives minus the determinant of
the molecule with both sites removed. -/
theorem det_crossed (M : Matrix n n R) {i j : n} (hij : i ≠ j) :
    ((M.updateRow i (Pi.single j 1)).updateRow j (Pi.single i 1)).det
      = -(deleteSites M i j).det := by
  have h : (M.updateRow i (Pi.single j 1)).updateRow j (Pi.single i 1)
      = ((M.updateRow i (Pi.single i 1)).updateRow j (Pi.single j 1)).submatrix
          (Equiv.swap i j) id := by
    ext a b
    by_cases ha : a = j
    · simp [ha, Matrix.updateRow_apply, hij]
    · by_cases hi : a = i
      · simp [hi, Matrix.updateRow_apply, hij]
      · simp [ha, hi, Matrix.updateRow_apply, Equiv.swap_apply_of_ne_of_ne hi ha]
  rw [h, Matrix.det_permute, Equiv.Perm.sign_swap hij, det_pinned M hij]
  simp
```

Here the unit vectors are crossed. Swapping the two rows restores the previous case and costs a sign: $D(e_j,e_i)=-\det M'$. The step `h` writes the crossed matrix as a row permutation, and `sign_swap` supplies the minus sign.

```lean
/-- Bond-change formula with independent changes `s` and `t` of the two hopping directions
between distinct sites. -/
theorem det_add_bond (M : Matrix n n R) {i j : n} (hij : i ≠ j) (s t : R) :
    (M + bond i j s t).det = M.det + s * M.adjugate j i + t * M.adjugate i j
      - s * t * (deleteSites M i j).det := by
  -- the bond touches only rows i and j
  have rows : M + bond i j s t
      = (M.updateRow i (M i + s • Pi.single j 1)).updateRow j (M j + t • Pi.single i 1) := by
    ext a b
    by_cases ha : a = j
    · simp [ha, bond, Matrix.updateRow_apply, Matrix.single_apply, Pi.single_apply, hij,
        @eq_comm _ b]
    · by_cases hi : a = i
      · simp [hi, bond, Matrix.updateRow_apply, Matrix.single_apply, Pi.single_apply, hij,
          hij.symm, @eq_comm _ b]
      · simp [ha, hi, bond, Matrix.updateRow_apply, Ne.symm ha, Ne.symm hi]
  have comm : ∀ u v : n → R,
      (M.updateRow i u).updateRow j v = (M.updateRow j v).updateRow i u := by
    intro u v
    ext a b
    by_cases ha : a = j
    · simp [ha, Matrix.updateRow_apply, hij.symm]
    · simp [ha, Matrix.updateRow_apply]
  -- linearity in row i, with row j unchanged
  have h1 : ((M.updateRow i (M i + s • Pi.single j 1)).updateRow j (M j)).det
      = M.det + s * M.adjugate j i := by
    rw [comm, Matrix.updateRow_eq_self, Matrix.det_updateRow_add, Matrix.det_updateRow_smul,
      Matrix.updateRow_eq_self, Matrix.adjugate_apply]
  -- linearity in row i, with row j replaced by a unit vector
  have h2 : ((M.updateRow i (M i + s • Pi.single j 1)).updateRow j (Pi.single i 1)).det
      = M.adjugate i j - s * (deleteSites M i j).det := by
    rw [comm, Matrix.det_updateRow_add, Matrix.det_updateRow_smul, ← comm, ← comm,
      Matrix.updateRow_eq_self, det_crossed M hij, Matrix.adjugate_apply]
    ring
  rw [rows, Matrix.det_updateRow_add, Matrix.det_updateRow_smul, h1, h2]
  ring
```

This is the general formula. Let $r_i,r_j$ be the original rows. The bond turns them into $r_i+se_j$ and $r_j+te_i$, and the determinant is linear in each row:

$$\begin{aligned}D(r_i+se_j,\,r_j+te_i)={}&D(r_i,r_j)+s\,D(e_j,r_j)\\&+t\,D(r_i,e_i)+st\,D(e_j,e_i).\end{aligned}$$

The first term is $\det M$. Replacing row $i$ by $e_j$ gives $\operatorname{adj}(M)_{ji}$, replacing row $j$ by $e_i$ gives $\operatorname{adj}(M)_{ij}$, and the last determinant is $-\det M'$.

In Lean, `rows` rewrites the bond as two row replacements and `comm` lets them change order. `h1` and `h2` expand row $i$, the final `rw` expands row $j$, and `ring` collects terms.

The hypothesis `hij` says that the sites differ. For a single site with $M=(a)$ and $i=j$, the new determinant is $a+s+t$, but the formula would give $a+s+t-st$.

```lean
/-- Bond-change formula: the determinant after the coupling between two distinct sites is
changed by `t` in both directions. -/
theorem bond_change_formula (M : Matrix n n R) {i j : n} (hij : i ≠ j) (t : R) :
    (M + t • (Matrix.single i j 1 + Matrix.single j i 1)).det
      = M.det + t * (M.adjugate i j + M.adjugate j i)
        - t ^ 2 * (deleteSites M i j).det := by
  have h : t • (Matrix.single i j (1 : R) + Matrix.single j i 1) = bond i j t t := by
    simp [bond, smul_add, Matrix.smul_single]
  rw [h, det_add_bond M hij]
  ring
```

Setting $s=t$ gives the symmetric form, with `t •` denoting multiplication of a matrix by a scalar.

```lean
/-- The characteristic polynomial of a Hückel Hamiltonian after a change of the hopping
between two distinct sites. -/
theorem charpoly_add_bond (H : Matrix n n R) {i j : n} (hij : i ≠ j) (s t : R) :
    (H + bond i j s t).charpoly = H.charpoly
      - Polynomial.C s * H.charmatrix.adjugate j i
      - Polynomial.C t * H.charmatrix.adjugate i j
      - Polynomial.C (s * t) * (deleteSites H i j).charpoly := by
  have h1 : (H + bond i j s t).charmatrix
      = H.charmatrix + bond i j (-Polynomial.C s) (-Polynomial.C t) := by
    ext1 a b
    simp only [Matrix.charmatrix_apply, bond, Matrix.add_apply, Matrix.single_apply, map_add]
    generalize Matrix.diagonal (fun _ : n => (Polynomial.X : Polynomial R)) a b = d
    split_ifs <;> (try simp only [map_zero]) <;> ring
  have h2 : deleteSites H.charmatrix i j = (deleteSites H i j).charmatrix := by
    ext1 a b
    simp [deleteSites, Matrix.charmatrix_apply, Matrix.diagonal_apply, Subtype.ext_iff]
  unfold Matrix.charpoly
  rw [h1, det_add_bond _ hij, h2, Polynomial.C_mul]
  ring
```

The characteristic polynomial is $\det(x-H)$, whose roots are the one-electron energies of a non-interacting Hückel model with an orthonormal basis. Since $H$ enters with a minus sign, the general formula is applied to $x-H$ with changes $-s$ and $-t$. With $H'$ for $H$ without the sites $i$ and $j$, this gives

$$\begin{aligned}\det(x-H-sE_{ij}-tE_{ji})={}&\det(x-H)-s\operatorname{adj}(x-H)_{ji}\\&-t\operatorname{adj}(x-H)_{ij}-st\det(x-H').\end{aligned}$$

`Polynomial.C` turns a scalar into a constant polynomial. `h1` handles the signs, and `h2` shows that deleting sites commutes with forming $x-H$.

```lean
/-- Two separate fragments `A` and `B` joined by one bond between site `i` of `A` and site
`j` of `B`: the determinant in terms of fragment determinants and diagonal cofactors. -/
theorem det_join_fragments (A : Matrix m m R) (B : Matrix n n R) (i : m) (j : n) (s t : R) :
    (fromBlocks A 0 0 B + bond (Sum.inl i) (Sum.inr j) s t).det
      = A.det * B.det - s * t * (A.adjugate i i * B.adjugate j j) := by
  -- no cofactor connects the separate fragments
  have h1 : (fromBlocks A 0 0 B).adjugate (Sum.inl i) (Sum.inr j) = 0 := by
    have h : (fromBlocks A 0 0 B).updateRow (Sum.inr j) (Pi.single (Sum.inl i) 1)
        = fromBlocks A 0 (Matrix.of fun a b => if a = j then (if b = i then 1 else 0) else 0)
          (B.updateRow j 0) := by
      ext (a | a) (b | b) <;> simp [Matrix.updateRow_apply, Pi.single_apply]
    rw [Matrix.adjugate_apply, h, Matrix.det_fromBlocks_zero₁₂,
      Matrix.det_eq_zero_of_row_eq_zero (A := B.updateRow j 0) j (by intro b; simp), mul_zero]
  have h2 : (fromBlocks A 0 0 B).adjugate (Sum.inr j) (Sum.inl i) = 0 := by
    have h : (fromBlocks A 0 0 B).updateRow (Sum.inl i) (Pi.single (Sum.inr j) 1)
        = fromBlocks (A.updateRow i 0)
          (Matrix.of fun a b => if a = i then (if b = j then 1 else 0) else 0) 0 B := by
      ext (a | a) (b | b) <;> simp [Matrix.updateRow_apply, Pi.single_apply]
    rw [Matrix.adjugate_apply, h, Matrix.det_fromBlocks_zero₂₁,
      Matrix.det_eq_zero_of_row_eq_zero (A := A.updateRow i 0) i (by intro b; simp), zero_mul]
  -- removing one site from each fragment factorises
  have h3 : ((fromBlocks A 0 0 B).updateRow (Sum.inl i) (Pi.single (Sum.inl i) 1)).updateRow
        (Sum.inr j) (Pi.single (Sum.inr j) 1)
      = fromBlocks (A.updateRow i (Pi.single i 1)) 0 0 (B.updateRow j (Pi.single j 1)) := by
    ext (a | a) (b | b) <;> simp [Matrix.updateRow_apply, Pi.single_apply]
  have hij : (Sum.inl i : m ⊕ n) ≠ Sum.inr j := by simp
  rw [det_add_bond _ hij, h1, h2, ← det_pinned _ hij, h3, Matrix.det_fromBlocks_zero₁₂,
    Matrix.det_fromBlocks_zero₁₂, Matrix.adjugate_apply, Matrix.adjugate_apply]
  ring
```

`fromBlocks A 0 0 B` describes two uncoupled fragments; `Sum.inl` and `Sum.inr` label sites of $A$ and $B$. Each linear term vanishes (`h1`, `h2`): replacing a row of one fragment by a unit vector on the other leaves a zero row in a diagonal block. In the quadratic term, the pinned determinant factorises (`h3`), leaving

$$\det A\det B-st\,\operatorname{adj}(A)_{ii}\operatorname{adj}(B)_{jj}.$$

```lean
/-- Joining two ethylene units by a unit bond gives the secular determinant of the
four-site butadiene chain. -/
theorem butadiene_from_ethylenes (x : R) :
    (fromBlocks !![x, 1; 1, x] 0 0 !![x, 1; 1, x]
      + bond (Sum.inl (1 : Fin 2)) (Sum.inr (0 : Fin 2)) 1 1).det
      = (x ^ 2 - 1) ^ 2 - x ^ 2 := by
  rw [det_join_fragments, Matrix.det_fin_two_of, Matrix.adjugate_fin_two_of]
  simp only [Matrix.of_apply, Matrix.cons_val_zero, Matrix.cons_val_one]
  ring

end HueckelBondChange
```

Here $x$ is no longer the energy itself but the ratio $(\alpha-E)/\beta$, where $\alpha$ is the site energy, $\beta$ the common nonzero hopping and $E$ the orbital energy. Each ethylene has determinant $x^2-1$ and diagonal adjugate entries $x$. Lean counts from 0, so the new bond joins the second site of one unit to the first of the other. With $s=t=1$ the result is $(x^2-1)^2-x^2$, for a butadiene chain with all bonds equal.

```lean
#print axioms HueckelBondChange.bond_change_formula
#print axioms HueckelBondChange.charpoly_add_bond
#print axioms HueckelBondChange.butadiene_from_ethylenes
```

```
'HueckelBondChange.bond_change_formula' depends on axioms: [propext, Classical.choice, Quot.sound]
'HueckelBondChange.charpoly_add_bond' depends on axioms: [propext, Classical.choice, Quot.sound]
'HueckelBondChange.butadiene_from_ethylenes' depends on axioms: [propext, Classical.choice, Quot.sound]
```
